# The response per cell of a perfect supercell is the one-cell response with the summed kernel

When an optical spectrum is computed in a supercell of $N$ primitive cells, the response is divided by $N$ before it is compared with a primitive-cell spectrum. In linear-response time-dependent density functional theory, with a finite excitation matrix and exact periodicity, this division gives exactly the one-cell response, with the couplings to all cells summed, at every frequency where the supercell resolvent exists. For $N>1$ the supercell has more excitations, but the additional ones carry finite crystal momentum and do not couple to uniform light.

Take an insulator with $n_v$ valence and $n_c$ conduction bands. A $\Gamma$-point calculation in the supercell has $N^2n_vn_c$ valence–conduction pairs, while a primitive-cell calculation on the matching mesh of $N$ k-points has $Nn_vn_c$ vertical pairs. For a $2\times2\times2$ supercell with four bands of each kind, these are 1024 and 128. In the Tamm–Dancoff form the spectrum is read off at $z=\omega+i\eta$, with photon energy $\omega$ and broadening $\eta>0$. For a Hermitian excitation matrix, absorption at a given photon energy is then proportional to minus the imaginary part of the response.

## Folding by crystal momentum

Let the cells form a finite abelian group $G$ with $N$ elements, and let $i,j$ label the transitions assigned to one cell. In the example above, such a label specifies a valence orbital, a conduction orbital and the displacement between their cells. At zero total momentum, a Fourier transform over this displacement turns the labels into the vertical pairs of the k-point mesh, so the one-cell response below corresponds to the primitive cell on the matching mesh, not at $\Gamma$ alone. The supercell matrix $M$ has blocks $M_{(R,i),(S,j)}=m_{ij}(R-S)$. The dipole vector $d$ repeats a cell vector $d_0$, so $d_{(R,i)}=(d_0)_i$. The claim is that if $z-M$ is invertible, then so is $z-\sum_R m(R)$, and
$$\frac1N\langle d,(z-M)^{-1}d\rangle=\Big\langle d_0,\Big(z-\sum_R m(R)\Big)^{-1}d_0\Big\rangle .$$

A crystal momentum is a character $\chi$ of $G$: a phase $\chi(R)$ with $\chi(R+S)=\chi(R)\chi(S)$, usually written $e^{ik\cdot R}$. Define the Bloch vector $B_\chi(v)_{(R,i)}=\chi(R)v_i$ and the folded kernel $\hat m_\chi=\sum_R\chi(-R)m(R)$. With $T=R-S$,
$$\begin{aligned}(MB_\chi(v))_{(R,i)}&=\sum_{S,j}m_{ij}(R-S)\chi(S)v_j\\&=\chi(R)\sum_{T,j}\chi(-T)m_{ij}(T)v_j,\end{aligned}$$
so $MB_\chi(v)=B_\chi(\hat m_\chi v)$, and therefore
$$(z-M)B_\chi(v)=B_\chi\big((z-\hat m_\chi)v\big).$$

Suppose $z-M$ is invertible and $(z-\hat m_\chi)v=(z-\hat m_\chi)w$. Then $z-M$ sends $B_\chi(v)$ and $B_\chi(w)$ to the same vector, so these are equal, and their entries at $R=0$ give $v=w$. The square matrix $z-\hat m_\chi$ is thus injective, hence invertible. Putting $v=(z-\hat m_\chi)^{-1}d_0$ into the last display gives
$$(z-M)^{-1}B_\chi(d_0)=B_\chi\big((z-\hat m_\chi)^{-1}d_0\big).$$

Overlaps factor as well:
$$\langle B_\psi(a),B_\chi(b)\rangle=\Big(\sum_R\overline{\psi(R)}\chi(R)\Big)\langle a,b\rangle .$$
For $\psi=\chi$ every term of the sum is 1, and the sum is $N$. Otherwise $\varphi=\overline\psi\chi$ has some $S$ with $\varphi(S)\neq1$. Since $\varphi(S)\sum_R\varphi(R)=\sum_R\varphi(R+S)=\sum_R\varphi(R)$, the sum vanishes.

The repeated dipole is $B_1(d_0)$, where $1$ denotes the trivial character, and $\hat m_1=\sum_Rm(R)$. The resolvent and overlap formulas then give $N$ times the one-cell response, which proves the claim. If $\hat m_\chi v=\omega v$ with $v\neq0$ and $\chi\neq1$, then $B_\chi(v)$ is a supercell exciton of energy $\omega$ with zero overlap with $d$.

## The crystal and its response in Lean

The type `G` holds the cells, with addition modulo the supercell translations, and `n` holds the transitions of one cell.

```lean
import Mathlib

open Matrix

namespace SupercellFolding

noncomputable section

variable {G n : Type*} [AddCommGroup G] [Fintype G] [Fintype n]
```

A supercell index is a pair in `G × n`. Perfect periodicity is built into the next definition, because a block depends only on `R - S`. The function `m` is otherwise arbitrary and need not give a Hermitian matrix.

```lean
/-- The excitation matrix of a perfect supercell: the block between cells `R` and `S`
is `m (R - S)`. -/
def supercell (m : G → Matrix n n ℂ) : Matrix (G × n) (G × n) ℂ :=
  Matrix.of fun p q => m (p.1 - q.1) p.2 q.2
```

`AddChar G ℂ` is the type of characters. They are multiplied pointwise, and zero momentum is written here as the unit `1`.

```lean
/-- The Bloch vector with crystal momentum `χ` and cell amplitude `v`. -/
def bloch (χ : AddChar G ℂ) (v : n → ℂ) : G × n → ℂ :=
  fun p => χ p.1 * v p.2
```

The sign convention in the folded kernel is $\chi(-R)$, as in the derivation.

```lean
/-- The one-cell excitation matrix at crystal momentum `χ`, a lattice Fourier sum. -/
def blochKernel (χ : AddChar G ℂ) (m : G → Matrix n n ℂ) : Matrix n n ℂ :=
  ∑ R, χ (-R) • m R
```

The repeated dipole describes light whose wavelength is long compared with the supercell, so that every cell sees the same field.

```lean
/-- The supercell dipole vector that repeats the cell dipole `d₀` in every cell. -/
def repeated (G : Type*) {n : Type*} (d₀ : n → ℂ) : G × n → ℂ :=
  fun p => d₀ p.2
```

The response places the same vector on both sides of the resolvent, with `star` conjugating the left one. This suits the Tamm–Dancoff form. It also suits the symmetric Casida form, with $z$ the squared frequency and the dipole weighted accordingly. The non-Hermitian Casida form has different left and right vectors and does not fit this definition directly.

```lean
/-- The response `⟨d, (z - A)⁻¹ d⟩` at complex frequency `z`, meant for `z - A` invertible. -/
def response {ι : Type*} [Fintype ι] [DecidableEq ι] (A : Matrix ι ι ℂ) (z : ℂ)
    (d : ι → ℂ) : ℂ :=
  star d ⬝ᵥ ((z • (1 : Matrix ι ι ℂ) - A)⁻¹ *ᵥ d)
```

## Momentum conservation and dark excitons

The first theorem is $MB_\chi(v)=B_\chi(\hat m_\chi v)$. The auxiliary statement `h` separates the phase, and `Equiv.subLeft R` performs the change of variable from $S$ to $T=R-S$. The last step of the `calc` block exchanges the two sums and takes $\chi(R)$ outside.

```lean
/-- The supercell matrix conserves crystal momentum: on Bloch vectors of momentum `χ` it acts
through the one-cell matrix at `χ`. -/
theorem supercell_mulVec_bloch (m : G → Matrix n n ℂ) (χ : AddChar G ℂ) (v : n → ℂ) :
    supercell m *ᵥ bloch χ v = bloch χ (blochKernel χ m *ᵥ v) := by
  ext ⟨R, i⟩
  simp only [Matrix.mulVec, dotProduct, supercell, bloch, blochKernel, Matrix.of_apply,
    Fintype.sum_prod_type, Matrix.sum_apply, Matrix.smul_apply, smul_eq_mul]
  have h : ∀ T j, m (R - (R - T)) i j * (χ (R - T) * v j)
      = χ R * (χ (-T) * m T i j * v j) := by
    intro T j
    rw [sub_sub_cancel, sub_eq_add_neg, AddChar.map_add_eq_mul]
    ring
  -- sum over the separation `T = R - S` instead of the cell `S`
  calc ∑ S, ∑ j, m (R - S) i j * (χ S * v j)
      = ∑ T, ∑ j, m (R - (R - T)) i j * (χ (R - T) * v j) :=
        ((Equiv.subLeft R).sum_comp (fun S => ∑ j, m (R - S) i j * (χ S * v j))).symm
    _ = ∑ T, ∑ j, χ R * (χ (-T) * m T i j * v j) :=
        Finset.sum_congr rfl fun T _ => Finset.sum_congr rfl fun j _ => h T j
    _ = χ R * ∑ j, (∑ T, χ (-T) * m T i j) * v j := by
        rw [Finset.sum_comm]
        simp only [Finset.mul_sum, Finset.sum_mul]
```

The overlap formula follows entry by entry. The relative phase appears as `ψ⁻¹ * χ`, and `AddChar.map_neg_eq_conj` identifies $\psi(-R)$ with $\overline{\psi(R)}$.

```lean
/-- The overlap of two Bloch vectors is a lattice sum of the relative phase times the overlap
of the cell amplitudes. -/
theorem bloch_overlap (ψ χ : AddChar G ℂ) (a b : n → ℂ) :
    star (bloch ψ a) ⬝ᵥ bloch χ b = (∑ R, (ψ⁻¹ * χ) R) * (star a ⬝ᵥ b) := by
  simp only [dotProduct, bloch, Fintype.sum_prod_type, Pi.star_apply, Finset.sum_mul_sum]
  refine Finset.sum_congr rfl fun R _ => Finset.sum_congr rfl fun i _ => ?_
  rw [AddChar.mul_apply, AddChar.inv_apply, AddChar.map_neg_eq_conj, star_mul',
    starRingEnd_apply]
  ring
```

The next theorem has three conclusions: the folded exciton is a nonzero vector, it is an eigenvector of $M$ with the one-cell energy, and its overlap with the repeated dipole is zero. The first is read off at cell 0, the second uses momentum conservation, and the third uses the vanishing character sum. If such an exciton is degenerate with a zero-momentum one, a numerical diagonalisation may return mixtures of the two that do have an overlap.

```lean
/-- A finite-momentum exciton of the one-cell problem is an exciton of the supercell with the
same energy, and it has zero overlap with the repeated dipole. -/
theorem folded_exciton_dark (m : G → Matrix n n ℂ) {χ : AddChar G ℂ} (hχ : χ ≠ 1)
    {v : n → ℂ} (hv : v ≠ 0) {ω : ℂ} (h : blochKernel χ m *ᵥ v = ω • v) (d₀ : n → ℂ) :
    bloch χ v ≠ 0 ∧ supercell m *ᵥ bloch χ v = ω • bloch χ v ∧
      star (repeated G d₀) ⬝ᵥ bloch χ v = 0 := by
  refine ⟨fun h0 => hv ?_, ?_, ?_⟩
  · funext i
    simpa [bloch] using congrFun h0 (0, i)
  · rw [supercell_mulVec_bloch, h]
    ext p
    simp only [bloch, Pi.smul_apply, smul_eq_mul]
    ring
  · -- the phases of a non-trivial momentum cancel over the supercell
    have hd : repeated G d₀ = bloch (1 : AddChar G ℂ) d₀ := by
      ext p
      simp [repeated, bloch]
    rw [hd, bloch_overlap, inv_one, one_mul, AddChar.sum_eq_zero_of_ne_one hχ, zero_mul]
```

## The resolvent in one momentum block

Subtracting $M$ from $z$ preserves the block action.

```lean
variable [DecidableEq G] [DecidableEq n]

/-- The shifted matrix `z - M` also acts on Bloch vectors momentum by momentum. -/
theorem shifted_mulVec_bloch (m : G → Matrix n n ℂ) (z : ℂ) (χ : AddChar G ℂ) (v : n → ℂ) :
    (z • (1 : Matrix (G × n) (G × n) ℂ) - supercell m) *ᵥ bloch χ v
      = bloch χ ((z • (1 : Matrix n n ℂ) - blochKernel χ m) *ᵥ v) := by
  simp only [Matrix.sub_mulVec, Matrix.smul_mulVec, Matrix.one_mulVec, supercell_mulVec_bloch]
  ext p
  simp only [bloch, Pi.sub_apply, Pi.smul_apply, smul_eq_mul]
  ring
```

Invertibility, expressed by `IsUnit`, now passes from the supercell to each momentum. The proof translates it into injectivity of the matrix action and compares Bloch vectors at cell 0, as in the derivation. Physically, the hypothesis says that $z$ is not an excitation energy of the supercell. For Hermitian $M$ it holds whenever $z$ has a nonzero imaginary part.

```lean
/-- If `z - M` is invertible for the supercell, then `z` minus the one-cell matrix is
invertible at every crystal momentum. -/
theorem isUnit_blochKernel (m : G → Matrix n n ℂ) (z : ℂ) (χ : AddChar G ℂ)
    (h : IsUnit (z • (1 : Matrix (G × n) (G × n) ℂ) - supercell m)) :
    IsUnit (z • (1 : Matrix n n ℂ) - blochKernel χ m) := by
  rw [← Matrix.mulVec_injective_iff_isUnit] at h ⊢
  intro v w hvw
  have hb : bloch χ v = bloch χ w := by
    apply h
    rw [shifted_mulVec_bloch, shifted_mulVec_bloch]
    exact congrArg (bloch χ) hvw
  funext i
  simpa [bloch] using congrFun hb (0, i)
```

The folding identity holds at every momentum, with the dipole modulated by the same phase. In the proof, `hres` moves the resolvent into the block: it writes $B_\chi(d_0)$ as $z-M$ applied to the proposed answer and then cancels $z-M$. The statement `hsum` evaluates the character sum as $N$, which the division removes.

```lean
/-- Folding at any momentum: if `z - M` is invertible, the supercell response per cell to a
dipole modulated with momentum `χ` is the one-cell response at `χ`. -/
theorem response_bloch (m : G → Matrix n n ℂ) (z : ℂ) (χ : AddChar G ℂ) (d₀ : n → ℂ)
    (h : IsUnit (z • (1 : Matrix (G × n) (G × n) ℂ) - supercell m)) :
    response (supercell m) z (bloch χ d₀) / (Fintype.card G : ℂ)
      = response (blochKernel χ m) z d₀ := by
  have hk := (Matrix.isUnit_iff_isUnit_det _).1 (isUnit_blochKernel m z χ h)
  have hM := (Matrix.isUnit_iff_isUnit_det _).1 h
  -- the resolvent acts inside the momentum block
  have hres : (z • (1 : Matrix (G × n) (G × n) ℂ) - supercell m)⁻¹ *ᵥ bloch χ d₀
      = bloch χ ((z • (1 : Matrix n n ℂ) - blochKernel χ m)⁻¹ *ᵥ d₀) := by
    have e : bloch χ d₀ = (z • (1 : Matrix (G × n) (G × n) ℂ) - supercell m) *ᵥ
        bloch χ ((z • (1 : Matrix n n ℂ) - blochKernel χ m)⁻¹ *ᵥ d₀) := by
      rw [shifted_mulVec_bloch, Matrix.mulVec_mulVec, Matrix.mul_nonsing_inv _ hk,
        Matrix.one_mulVec]
    rw [e, Matrix.mulVec_mulVec, Matrix.nonsing_inv_mul _ hM, Matrix.one_mulVec]
  have hN : (Fintype.card G : ℂ) ≠ 0 := Nat.cast_ne_zero.2 Fintype.card_ne_zero
  have hsum : ∑ R, (χ⁻¹ * χ) R = (Fintype.card G : ℂ) := by
    simp [inv_mul_cancel]
  unfold response
  rw [hres, bloch_overlap, hsum, mul_div_cancel_left₀ _ hN]
```

The uniform case is the claim stated at the start. Its conclusion joins the invertibility of $z-\sum_Rm(R)$ to the equality of responses. The proof identifies the repeated dipole and the summed kernel with their Bloch forms at the trivial character, then applies the two preceding results.

```lean
/-- Supercell folding: if `z - M` is invertible, so is `z - ∑ m(R)`, and the response of the
perfect supercell per cell to the repeated dipole is the one-cell response with `∑ m(R)`. -/
theorem supercell_response (m : G → Matrix n n ℂ) (z : ℂ) (d₀ : n → ℂ)
    (h : IsUnit (z • (1 : Matrix (G × n) (G × n) ℂ) - supercell m)) :
    IsUnit (z • (1 : Matrix n n ℂ) - ∑ R, m R) ∧
      response (supercell m) z (repeated G d₀) / (Fintype.card G : ℂ)
        = response (∑ R, m R) z d₀ := by
  -- the repeated dipole carries zero momentum
  have hd : repeated G d₀ = bloch (1 : AddChar G ℂ) d₀ := by
    ext p
    simp [repeated, bloch]
  have hm : ∑ R, m R = blochKernel 1 m := by
    simp [blochKernel]
  rw [hd, hm]
  exact ⟨isUnit_blochKernel m z 1 h, response_bloch m z 1 d₀ h⟩
```

The kernel $m$ belongs to one fixed supercell. The theorem compares that supercell with its own folded kernel and makes no statement about convergence as $N$ grows.

## A defect makes both excitons bright

Periodicity matters already for two cells with one transition each. Let the cell energies be 3 and 0, measured from a common reference, and let the coupling be 2. The normalised excitons are $(2,1)/\sqrt5$ at energy 4 and $(1,-2)/\sqrt5$ at energy $-1$. Their overlaps with the uniform dipole $(1,1)$ are $3/\sqrt5$ and $-1/\sqrt5$, so both absorb. With equal cell energies the excitons would be $(1,1)/\sqrt2$ and $(1,-1)/\sqrt2$, and the second would be dark.

The Lean statement uses the unnormalised vectors, whose overlaps are 3 and $-1$. The eigenvalue equations are checked entry by entry with `fin_cases` and `norm_num`.

```lean
/-- In a two-cell supercell with unequal cell energies 3 and 0 and coupling 2, the excitons at
energies 4 and -1 both have nonzero overlap with the uniform dipole. -/
theorem defect_brightens :
    (!![3, 2; 2, 0] : Matrix (Fin 2) (Fin 2) ℂ) *ᵥ ![2, 1] = (4 : ℂ) • ![2, 1] ∧
    (!![3, 2; 2, 0] : Matrix (Fin 2) (Fin 2) ℂ) *ᵥ ![1, -2] = (-1 : ℂ) • ![1, -2] ∧
    (![1, 1] : Fin 2 → ℂ) ⬝ᵥ ![2, 1] ≠ 0 ∧ (![1, 1] : Fin 2 → ℂ) ⬝ᵥ ![1, -2] ≠ 0 := by
  refine ⟨?_, ?_, ?_, ?_⟩
  · ext i
    fin_cases i <;> norm_num [Matrix.mulVec, dotProduct, Fin.sum_univ_succ]
  · ext i
    fin_cases i <;> norm_num [Matrix.mulVec, dotProduct, Fin.sum_univ_succ]
  · norm_num [dotProduct, Fin.sum_univ_succ]
  · norm_num [dotProduct, Fin.sum_univ_succ]

end

end SupercellFolding
```

```lean
#print axioms SupercellFolding.folded_exciton_dark
#print axioms SupercellFolding.supercell_response
#print axioms SupercellFolding.defect_brightens
```

```
'SupercellFolding.folded_exciton_dark' depends on axioms: [propext, Classical.choice, Quot.sound]
'SupercellFolding.supercell_response' depends on axioms: [propext, Classical.choice, Quot.sound]
'SupercellFolding.defect_brightens' depends on axioms: [propext, Classical.choice, Quot.sound]
```
